# Hyperfine branching ratios of the rubidium-87 D2 line from Racah's 6j formula

Take a rubidium-87 atom in the F' = 0 hyperfine level of 5P3/2. It decays to 5S1/2, whose hyperfine levels are F = 1 and F = 2, by emitting a dipole photon with one unit of angular momentum. The numbers 0, F and 1 must satisfy the triangle rule, so F = 1 is the only possible final level. The branching ratio

b(F',F) = 4(2F+1) {1/2 3/2 1; F' F 3/2}²

agrees: the squared 6j symbol is 1/12 for F' = 0 and F = 1, and b = 4 · 3 · 1/12 = 1. For F = 2 the symbol vanishes.

Triangle rules close some decays, and Racah's formula weighs the rest. The same two ingredients give the ratios for F' = 1, 2, 3.

```lean
import Mathlib

open scoped Nat

namespace HyperfineBranching

noncomputable section
```

## Triangle rules and Racah's formula

Three angular momenta j₁, j₂, j₃ form a triad if none exceeds the sum of the other two and their total is an integer. Lean stores each as the natural number 2j, so half-integers are exact and the integrality condition says that the doubled sum is even.

```lean
/-- The triangle rule for three angular momenta `a/2`, `b/2`, `c/2`, including the
condition that their sum is an integer. -/
abbrev Triad (a b c : ℕ) : Prop :=
  a ≤ b + c ∧ b ≤ a + c ∧ c ≤ a + b ∧ (a + b + c) % 2 = 0
```

The symbol {j₁ j₂ j₃; j₄ j₅ j₆} requires four triads: (j₁ j₂ j₃), (j₁ j₅ j₆), (j₄ j₂ j₆) and (j₄ j₅ j₃). For the D2 line these are

(1/2, 3/2, 1), (1/2, F, I), (F', 3/2, I), (F', F, 1),

where I is the nuclear spin. They express the dipole rule for the electron, the coupling of electron and nucleus in the ground and excited states, and the dipole rule for the whole atom.

```lean
/-- The four triangle rules of the 6j symbol `{a/2 b/2 c/2; d/2 e/2 f/2}`. -/
abbrev Allowed (a b c d e f : ℕ) : Prop :=
  Triad a b c ∧ Triad a e f ∧ Triad d b f ∧ Triad d e c
```

Each triad has a triangle coefficient

Δ(j₁ j₂ j₃) = (j₁+j₂−j₃)! (j₁+j₃−j₂)! (j₂+j₃−j₁)! / (j₁+j₂+j₃+1)!

For F' = 0, F = 1 and I = 3/2 the four coefficients, in the order above, are 1/12, 1/12, 1/4 and 1/3.

```lean
/-- Racah's triangle coefficient of the angular momenta `a/2`, `b/2`, `c/2`. -/
def triangleCoeff (a b c : ℕ) : ℚ :=
  (((a + b - c) / 2)! : ℚ) * (((a + c - b) / 2)! : ℚ) * (((b + c - a) / 2)! : ℚ) /
    (((a + b + c) / 2 + 1)! : ℚ)
```

Let L₁, …, L₄ be the sums of the four triads, and let

U₁ = j₁+j₂+j₄+j₅, U₂ = j₂+j₃+j₅+j₆, U₃ = j₃+j₁+j₆+j₄.

Racah's sum is

w = Σₜ (−1)ᵗ (t+1)! / [(t−L₁)! (t−L₂)! (t−L₃)! (t−L₄)! (U₁−t)! (U₂−t)! (U₃−t)!],

with t running from the largest L to the smallest U. In the F' = 0 example only t = 3 contributes, and w = −4!/2! = −12.

```lean
/-- The alternating sum in Racah's formula, over all `t` for which every factorial
has a non-negative argument. -/
def racahSum (a b c d e f : ℕ) : ℚ :=
  ∑ t ∈ Finset.Icc
      (max (max ((a + b + c) / 2) ((a + e + f) / 2))
        (max ((d + b + f) / 2) ((d + e + c) / 2)))
      (min ((a + b + d + e) / 2) (min ((b + c + e + f) / 2) ((c + a + f + d) / 2))),
    (-1 : ℚ) ^ t * ((t + 1)! : ℚ) /
      (((t - (a + b + c) / 2)! : ℚ) * ((t - (a + e + f) / 2)! : ℚ) *
        ((t - (d + b + f) / 2)! : ℚ) * ((t - (d + e + c) / 2)! : ℚ) *
        (((a + b + d + e) / 2 - t)! : ℚ) * (((b + c + e + f) / 2 - t)! : ℚ) *
        (((c + a + f + d) / 2 - t)! : ℚ))
```

With Δ₁, …, Δ₄ for the coefficients of the four triads, the 6j symbol is

{j₁ j₂ j₃; j₄ j₅ j₆} = √(Δ₁Δ₂Δ₃Δ₄) · w,

and zero if a triad fails. The example gives −12/√1728 = −1/√12.

```lean
/-- The 6j symbol `{a/2 b/2 c/2; d/2 e/2 f/2}` by Racah's formula, zero if a triad fails. -/
def sixJ (a b c d e f : ℕ) : ℝ :=
  if Allowed a b c d e f then
    Real.sqrt ((triangleCoeff a b c * triangleCoeff a e f * triangleCoeff d b f *
      triangleCoeff d e c : ℚ) : ℝ) * (racahSum a b c d e f : ℝ)
  else 0
```

A branching ratio needs only the square, which is the rational number

{j₁ j₂ j₃; j₄ j₅ j₆}² = Δ₁Δ₂Δ₃Δ₄ w².

```lean
/-- The rational expression for the square of an allowed 6j symbol. -/
def sixJSq (a b c d e f : ℕ) : ℚ :=
  triangleCoeff a b c * triangleCoeff a e f * triangleCoeff d b f *
    triangleCoeff d e c * racahSum a b c d e f ^ 2
```

## The branching ratio as a definition

For nuclear spin I the ratio is

b(F',F) = (2J'+1)(2F+1) {J J' 1; F' F I}², with J = 1/2 and J' = 3/2,

so the prefactor 2J'+1 is 4. This expression is taken as the definition. It stands for electric-dipole decay summed over final Zeeman sublevels and photon polarisations, with J and J' good quantum numbers and the hyperfine splittings negligible beside the optical frequency. The file does not derive it from dipole matrix elements.

In `branching n F' F` all three arguments are doubled: `n` is 2I, and the Lean variables `F'` and `F` hold twice the physical values. The factor 2F+1 therefore appears as `(F : ℝ) + 1`.

```lean
/-- The D2 branching ratio `4(2F+1){1/2 3/2 1; F' F I}²` for nuclear spin `I = n/2`,
with the doubled values `2F'` and `2F` as arguments. -/
def branching (n F' F : ℕ) : ℝ :=
  4 * ((F : ℝ) + 1) * sixJ 1 3 2 F' F n ^ 2
```

Rubidium-87 has I = 3/2, so `n` is 3. Its hyperfine quantum numbers are integers, and `rb87` takes them undoubled.

```lean
/-- The rubidium-87 D2 branching ratio from `F'` to `F`, with nuclear spin `3/2`. -/
def rb87 (F' F : ℕ) : ℝ := branching 3 (2 * F') (2 * F)
```

## From a square root to exact fractions

Every Δ is a quotient of factorials and hence non-negative, so (√(Δ₁Δ₂Δ₃Δ₄))² = Δ₁Δ₂Δ₃Δ₄. In the proof `positivity` supplies the sign and `Real.sq_sqrt` removes the root.

```lean
/-- The square of an allowed 6j symbol is a rational number, given by Racah's formula. -/
theorem sixJ_sq {a b c d e f : ℕ} (h : Allowed a b c d e f) :
    sixJ a b c d e f ^ 2 = (sixJSq a b c d e f : ℝ) := by
  have hp : (0 : ℚ) ≤ triangleCoeff a b c * triangleCoeff a e f * triangleCoeff d b f *
      triangleCoeff d e c := by
    unfold triangleCoeff
    positivity
  unfold sixJ sixJSq
  rw [if_pos h, mul_pow, Real.sq_sqrt (Rat.cast_nonneg.mpr hp)]
  push_cast
  ring
```

An allowed decay thus has

b(F',F) = 4(2F+1) Δ₁Δ₂Δ₃Δ₄ w²,

and a real-valued claim about b reduces to an equation between fractions, the hypothesis `hq`.

```lean
/-- An allowed branching ratio is found by exact rational arithmetic. -/
theorem branching_eq {n F' F : ℕ} {q : ℚ} (h : Allowed 1 3 2 F' F n)
    (hq : 4 * ((F : ℚ) + 1) * sixJSq 1 3 2 F' F n = q) :
    branching n F' F = (q : ℝ) := by
  unfold branching
  rw [sixJ_sq h, ← hq]
  push_cast
  ring
```

If a triad fails, the 6j symbol is zero by definition, and so is b.

```lean
/-- A decay that violates one of the triangle rules has branching ratio zero. -/
theorem branching_eq_zero {n F' F : ℕ} (h : ¬ Allowed 1 3 2 F' F n) :
    branching n F' F = 0 := by
  unfold branching sixJ
  rw [if_neg h]
  ring
```

## The four excited levels

For the D2 line L₃ = F'+3/2+I and U₃ = 1+1/2+I+F' are equal, because 3/2 = 1 + 1/2. The sum therefore has a single term in every allowed decay. For I = 3/2 it is t = F'+3, and with F = 1 or 2

|w| = (F'+4)! / [F'! (F'−F+1)! (F−F'+1)!].

The allowed decays are then:

| F' → F | Δ₁Δ₂Δ₃Δ₄ | \|w\| | 6j squared | b |
|---|---|---|---|---|
| 0 → 1 | 1/12 · 1/12 · 1/4 · 1/3 | 12 | 1/12 | 1 |
| 1 → 1 | 1/12 · 1/12 · 1/60 · 1/24 | 120 | 5/72 | 5/6 |
| 1 → 2 | 1/12 · 1/20 · 1/60 · 1/30 | 60 | 1/120 | 1/6 |
| 2 → 1 | 1/12 · 1/12 · 1/180 · 1/30 | 180 | 1/24 | 1/2 |
| 2 → 2 | 1/12 · 1/20 · 1/180 · 1/120 | 360 | 1/40 | 1/2 |
| 3 → 2 | 1/12 · 1/20 · 1/140 · 1/105 | 420 | 1/20 | 1 |

The decays 0 → 2 and 3 → 1 violate the triad (F', F, 1) and have b = 0.

The theorem states all eight values. For each allowed decay, `decide` checks the triads and `decide +kernel` evaluates the fraction from the general definitions, without the single-term shortcut. The two zeros come from `branching_eq_zero`.

```lean
/-- The rubidium-87 D2 branching ratios into `F = 1` and `F = 2` are `(1, 0)`, `(5/6, 1/6)`,
`(1/2, 1/2)` and `(0, 1)` for `F' = 0, 1, 2, 3`. -/
theorem rb87_table :
    (rb87 0 1 = 1 ∧ rb87 0 2 = 0) ∧ (rb87 1 1 = 5 / 6 ∧ rb87 1 2 = 1 / 6) ∧
    (rb87 2 1 = 1 / 2 ∧ rb87 2 2 = 1 / 2) ∧ (rb87 3 1 = 0 ∧ rb87 3 2 = 1) := by
  -- the allowed decays, evaluated exactly
  have h01 : rb87 0 1 = ((1 : ℚ) : ℝ) := branching_eq (by decide) (by decide +kernel)
  have h11 : rb87 1 1 = ((5 / 6 : ℚ) : ℝ) := branching_eq (by decide) (by decide +kernel)
  have h12 : rb87 1 2 = ((1 / 6 : ℚ) : ℝ) := branching_eq (by decide) (by decide +kernel)
  have h21 : rb87 2 1 = ((1 / 2 : ℚ) : ℝ) := branching_eq (by decide) (by decide +kernel)
  have h22 : rb87 2 2 = ((1 / 2 : ℚ) : ℝ) := branching_eq (by decide) (by decide +kernel)
  have h32 : rb87 3 2 = ((1 : ℚ) : ℝ) := branching_eq (by decide) (by decide +kernel)
  -- the two decays forbidden by the triangle rule for `F'`, `F` and the photon
  have h02 : rb87 0 2 = 0 := branching_eq_zero (by decide)
  have h31 : rb87 3 1 = 0 := branching_eq_zero (by decide)
  rw [h01, h02, h11, h12, h21, h22, h31, h32]
  norm_num
```

These ratios can serve as decay weights in rate-equation models of optical pumping and laser cooling that track only hyperfine populations and ignore Zeeman structure and coherences.

## Complete decay and cycling

The triad (1/2, F, 3/2) requires 1 ≤ F ≤ 2. No other integer F receives any decay, whatever F' is. In Lean, `omega` derives the contradiction from the inequalities.

```lean
/-- Only `F = 1` and `F = 2` receive any decay. -/
theorem rb87_other_levels (F' F : ℕ) (h1 : F ≠ 1) (h2 : F ≠ 2) : rb87 F' F = 0 := by
  refine branching_eq_zero fun h => ?_
  unfold Allowed Triad at h
  omega
```

The two ratios are thus the complete set of decay channels, and they add up to one:

1 + 0 = 5/6 + 1/6 = 1/2 + 1/2 = 0 + 1 = 1.

The hypothesis `F' ≤ 3` selects the levels that exist in 5P3/2.

```lean
/-- For each excited level `F' = 0, 1, 2, 3` the two branching ratios sum to one. -/
theorem rb87_sum (F' : ℕ) (h : F' ≤ 3) : rb87 F' 1 + rb87 F' 2 = 1 := by
  obtain ⟨⟨h01, h02⟩, ⟨h11, h12⟩, ⟨h21, h22⟩, ⟨h31, h32⟩⟩ := rb87_table
  have hF : F' = 0 ∨ F' = 1 ∨ F' = 2 ∨ F' = 3 := by omega
  rcases hF with rfl | rfl | rfl | rfl
  · rw [h01, h02]; norm_num
  · rw [h11, h12]; norm_num
  · rw [h21, h22]; norm_num
  · rw [h31, h32]; norm_num
```

The ratio into F = 2 is 0, 1/6, 1/2 and 1 for F' = 0, 1, 2, 3. For F' ≥ 4 the triad (F', 2, 1) fails and the ratio is 0. Hence

b(F',2) = 1 exactly when F' = 3.

This is the sense in which F' = 3 cycles: spontaneous decay always returns the atom to F = 2. The level F' = 0 is closed in the same sense, with F = 1 as its only final level. Off-resonant excitation of F' = 2 by the driving laser, which can lead to F = 1, is a separate process that b does not describe.

```lean
/-- The branching ratio from `F'` into `F = 2` is one exactly for `F' = 3`. -/
theorem rb87_cycling_iff (F' : ℕ) : rb87 F' 2 = 1 ↔ F' = 3 := by
  obtain ⟨⟨_, h02⟩, ⟨_, h12⟩, ⟨_, h22⟩, ⟨_, h32⟩⟩ := rb87_table
  constructor
  · intro h
    by_contra hne
    have hF : F' = 0 ∨ F' = 1 ∨ F' = 2 ∨ 4 ≤ F' := by omega
    rcases hF with rfl | rfl | rfl | h4
    · rw [h02] at h; norm_num at h
    · rw [h12] at h; norm_num at h
    · rw [h22] at h; norm_num at h
    · have h0 : rb87 F' 2 = 0 := by
        refine branching_eq_zero fun ha => ?_
        unfold Allowed Triad at ha
        omega
      rw [h0] at h; norm_num at h
  · rintro rfl
    exact h32
```

## The stretched level for any nuclear spin

The stretched level is here the excited hyperfine level with the largest F', with all its Zeeman sublevels. Let I = n/2, F' = I + 3/2 and F = I + 1/2, the largest values that J' = 3/2 and J = 1/2 allow, so that 2F+1 = n+2. The triangle coefficients are

Δ₁ = 1/12, Δ₂ = n!/(n+2)!, Δ₃ = 6 n!/(n+4)!, Δ₄ = 2 (n+1)!/(n+4)!

and the single term t = n+3 gives

w = (−1)ⁿ⁺³ (n+4)! / (2 n!).

In the product Δ₁Δ₂Δ₃Δ₄ w² the factors (n+4)! and n! cancel, which leaves

b = 4(n+2) · (1/4) · (n+1)!/(n+2)! = 1.

For any other final level, (1/2, F, I) restricts F to I ± 1/2, while (F', F, 1) requires F ≥ I + 1/2. Only F = I + 1/2 survives. The result includes n = 0, where a spinless nucleus leaves the single decay 3/2 → 1/2.

In the proof, `h1` to `h4` are the four coefficients and `hr` is the single term of the sum. The step `hq` replaces the factorials by nonzero unknowns and cancels them with `field_simp`. The second half leaves the triangle inequalities to `omega`.

```lean
/-- For every nuclear spin `I = n/2`, the D2 level `F' = I + 3/2` decays to `F = I + 1/2`
with branching ratio one, and to every other `F` with branching ratio zero. -/
theorem stretched_cycling (n : ℕ) :
    branching n (n + 3) (n + 1) = 1 ∧
      ∀ F, F ≠ n + 1 → branching n (n + 3) F = 0 := by
  constructor
  · have h1 : triangleCoeff 1 3 2 = 1 / 12 := by decide +kernel
    have f3 : (3)! = 6 := rfl
    have h2 : triangleCoeff 1 (n + 1) n = (n ! : ℚ) / ((n + 2)! : ℚ) := by
      unfold triangleCoeff
      rw [show (1 + (n + 1) - n) / 2 = 1 by omega, show (1 + n - (n + 1)) / 2 = 0 by omega,
        show (n + 1 + n - 1) / 2 = n by omega, show (1 + (n + 1) + n) / 2 + 1 = n + 2 by omega]
      simp only [Nat.factorial_zero, Nat.factorial_one, Nat.cast_one, one_mul]
    have h3 : triangleCoeff (n + 3) 3 n = 6 * (n ! : ℚ) / ((n + 4)! : ℚ) := by
      unfold triangleCoeff
      rw [show (n + 3 + 3 - n) / 2 = 3 by omega, show (n + 3 + n - 3) / 2 = n by omega,
        show (3 + n - (n + 3)) / 2 = 0 by omega, show (n + 3 + 3 + n) / 2 + 1 = n + 4 by omega]
      simp only [f3, Nat.factorial_zero, Nat.cast_one, Nat.cast_ofNat, mul_one]
    have h4 : triangleCoeff (n + 3) (n + 1) 2 = 2 * ((n + 1)! : ℚ) / ((n + 4)! : ℚ) := by
      unfold triangleCoeff
      rw [show (n + 3 + (n + 1) - 2) / 2 = n + 1 by omega,
        show (n + 3 + 2 - (n + 1)) / 2 = 2 by omega,
        show (n + 1 + 2 - (n + 3)) / 2 = 0 by omega,
        show (n + 3 + (n + 1) + 2) / 2 + 1 = n + 4 by omega]
      simp only [Nat.factorial_zero, Nat.factorial_two, Nat.cast_one, Nat.cast_ofNat, mul_one]
      ring
    -- Racah's sum has the single term `t = n + 3`
    have hr : racahSum 1 3 2 (n + 3) (n + 1) n =
        (-1 : ℚ) ^ (n + 3) * ((n + 4)! : ℚ) / (2 * (n ! : ℚ)) := by
      unfold racahSum
      rw [show max (max ((1 + 3 + 2) / 2) ((1 + (n + 1) + n) / 2))
          (max ((n + 3 + 3 + n) / 2) ((n + 3 + (n + 1) + 2) / 2)) = n + 3 by omega,
        show min ((1 + 3 + (n + 3) + (n + 1)) / 2) (min ((3 + 2 + (n + 1) + n) / 2)
          ((2 + 1 + n + (n + 3)) / 2)) = n + 3 by omega, Finset.Icc_self, Finset.sum_singleton,
        show n + 3 - (1 + 3 + 2) / 2 = n by omega,
        show n + 3 - (1 + (n + 1) + n) / 2 = 2 by omega,
        show n + 3 - (n + 3 + 3 + n) / 2 = 0 by omega,
        show n + 3 - (n + 3 + (n + 1) + 2) / 2 = 0 by omega,
        show (1 + 3 + (n + 3) + (n + 1)) / 2 - (n + 3) = 1 by omega,
        show (3 + 2 + (n + 1) + n) / 2 - (n + 3) = 0 by omega,
        show (2 + 1 + n + (n + 3)) / 2 - (n + 3) = 0 by omega,
        show n + 3 + 1 = n + 4 by omega]
      simp only [Nat.factorial_zero, Nat.factorial_one, Nat.factorial_two, Nat.cast_one,
        Nat.cast_ofNat, mul_one]
      ring
    have hs : ((-1 : ℚ) ^ (n + 3)) ^ 2 = 1 := by
      rw [← pow_mul, mul_comm, pow_mul]
      norm_num
    have hr2 : racahSum 1 3 2 (n + 3) (n + 1) n ^ 2 =
        ((n + 4)! : ℚ) ^ 2 / (2 * (n ! : ℚ)) ^ 2 := by
      rw [hr, div_pow, mul_pow ((-1 : ℚ) ^ (n + 3)), hs, one_mul]
    have hf : ((n + 2)! : ℚ) = ((n : ℚ) + 2) * ((n + 1)! : ℚ) := by
      have h : (n + 2)! = (n + 2) * (n + 1)! := Nat.factorial_succ (n + 1)
      exact_mod_cast h
    have hx : (n ! : ℚ) ≠ 0 := by positivity
    have hy : ((n + 1)! : ℚ) ≠ 0 := by positivity
    have hz : ((n + 4)! : ℚ) ≠ 0 := by positivity
    have hn : (n : ℚ) + 2 ≠ 0 := by positivity
    -- the factorials cancel
    have hq : 4 * (((n + 1 : ℕ) : ℚ) + 1) * sixJSq 1 3 2 (n + 3) (n + 1) n = 1 := by
      unfold sixJSq
      rw [h1, h2, h3, h4, hr2, hf,
        show ((n + 1 : ℕ) : ℚ) + 1 = (n : ℚ) + 2 by push_cast; ring]
      generalize (n ! : ℚ) = x at *
      generalize ((n + 1)! : ℚ) = y at *
      generalize ((n + 4)! : ℚ) = z at *
      field_simp
      ring
    have hb := branching_eq (by unfold Allowed Triad; omega) hq
    rw [hb, Rat.cast_one]
  · intro F hF
    refine branching_eq_zero fun h => ?_
    unfold Allowed Triad at h
    omega

end

end HyperfineBranching
```

```lean
#print axioms HyperfineBranching.branching_eq_zero
#print axioms HyperfineBranching.rb87_sum
#print axioms HyperfineBranching.rb87_cycling_iff
#print axioms HyperfineBranching.stretched_cycling
```

```
'HyperfineBranching.branching_eq_zero' depends on axioms: [propext, Classical.choice, Quot.sound]
'HyperfineBranching.rb87_sum' depends on axioms: [propext, Classical.choice, Quot.sound]
'HyperfineBranching.rb87_cycling_iff' depends on axioms: [propext, Classical.choice, Quot.sound]
'HyperfineBranching.stretched_cycling' depends on axioms: [propext, Classical.choice, Quot.sound]
```
